# Variance of the sample mean of a correlated time series: the finite-run autocorrelation formula

Take two measurements X₀ and X₁, each of variance C(0), with covariance C(1). Their average has variance

Var[(X₀ + X₁)/2] = (1/4)(C(0) + C(1) + C(1) + C(0)) = (1/2)(C(0) + C(1)).

The four terms are the entries of the 2 × 2 covariance matrix: lag 0 occurs twice on the diagonal and lag 1 once on each side of it. Multiplied by the number of samples N = 2, the result is C(0) + 2(1 − 1/2)C(1). For N samples the lag t ≥ 1 fills two off-diagonals of length N − t, and this count gives

N · Var[X̄] = C(0) + 2 Σ_{t=1}^{N−1} (1 − t/N) C(t),

where X̄ is the average. Divided by N, it is the squared statistical error bar of a Monte Carlo or molecular dynamics average, such as the mean local energy in variational Monte Carlo, for a finite, equally spaced series whose covariance depends on the lag alone and is known exactly.

## The model

The set `Ω` collects all possible runs of the simulation, and a probability measure `μ` on it weights them. `Var[·; μ]` and `cov[·, ·; μ]` are taken over this ensemble of runs, not along one run.

```lean
import Mathlib

open MeasureTheory ProbabilityTheory Finset

namespace FiniteRunAutocorrelation

noncomputable section

variable {Ω : Type*} [MeasurableSpace Ω]
```

The series is `X : ℕ → Ω → ℝ`, with `X i ω` the value recorded at step i of run ω. Indices start at zero, so `range N` is {0, …, N − 1} and

X̄ = (1/N) Σ_{i=0}^{N−1} X_i.

```lean
/-- The average of the first `N` samples `X 0, …, X (N-1)` of a time series. -/
def sampleMean {Ω : Type*} (X : ℕ → Ω → ℝ) (N : ℕ) : Ω → ℝ :=
  fun ω => (∑ i ∈ range N, X i ω) / N
```

The assumption on correlations is Cov(X_i, X_j) = C(|i − j|) for all i, j < N, with |i − j| written `Nat.dist i j`. The function C is the unnormalised autocovariance, so C(0) is the common variance, and its values at lags t ≥ N are left free. This is a hypothesis on the series and is not derived from any dynamics. It says nothing about the means of the X_i, so a bias of X̄ from incomplete equilibration is not measured by anything below.

```lean
/-- Among the first `N` samples, the covariance of `X i` and `X j` equals `C` at the lag
`|i - j|` (written `Nat.dist i j`). -/
def HasLagCovariance (μ : Measure Ω) (X : ℕ → Ω → ℝ) (C : ℕ → ℝ) (N : ℕ) : Prop :=
  ∀ i < N, ∀ j < N, cov[X i, X j; μ] = C (Nat.dist i j)
```

The finite-run integrated autocorrelation time, in units of the sampling interval, is

τ_N = 1/2 + Σ_{t=1}^{N−1} (1 − t/N) C(t)/C(0).

In this convention uncorrelated data have τ_N = 1/2. `Ico 1 N` is {1, …, N − 1}, which is empty for N = 1.

```lean
/-- The finite-run integrated autocorrelation time
`τ_N = 1/2 + ∑_{t=1}^{N-1} (1 - t/N) C(t)/C(0)`. -/
def tauInt (C : ℕ → ℝ) (N : ℕ) : ℝ :=
  1 / 2 + ∑ t ∈ Ico 1 N, (1 - (t : ℝ) / N) * (C t / C 0)
```

## Counting lags

For an arbitrary function C let S_N = Σ_{i,j<N} C(|i − j|). The claim is

S_N = N C(0) + 2 Σ_{t=1}^{N−1} (N − t) C(t).

Both sides vanish at N = 0. Passing from N to N + 1 adds a column, a row and a corner to the matrix. The column entries C(N − i), i < N, run through the lags N, …, 1, the row does the same by symmetry, and the corner is C(0):

S_{N+1} = S_N + 2 Σ_{t=1}^{N} C(t) + C(0).

The right side of the claim grows by the same amount, because

Σ_{t=1}^{N} (N + 1 − t) C(t) = Σ_{t=1}^{N} (N − t) C(t) + Σ_{t=1}^{N} C(t)

and the t = N term of the first sum on the right is zero. In the proof `h1` is the column, reversed in order by `Finset.sum_range_reflect`, `h1'` is the row, `h3` is the splitting of the weight and `h2` removes the vanishing term. `Finset.sum_range_succ` peels off column, row and corner, and `linarith` adds up.

```lean
/-- Counting lags: the sum of `C(|i - j|)` over all `i, j < N` equals
`N C(0) + 2 ∑_{t=1}^{N-1} (N - t) C(t)`. -/
theorem sum_lag_count (C : ℕ → ℝ) (N : ℕ) :
    ∑ i ∈ range N, ∑ j ∈ range N, C (Nat.dist i j)
      = N * C 0 + 2 * ∑ t ∈ Ico 1 N, ((N : ℝ) - t) * C t := by
  induction N with
  | zero => simp
  | succ N ih =>
    -- the new column and the new row each contain every lag 1, …, N once
    have h1 : ∑ i ∈ range N, C (Nat.dist i N) = ∑ t ∈ Ico 1 (N + 1), C t := by
      rw [Finset.sum_Ico_eq_sum_range, Nat.add_sub_cancel]
      refine Eq.trans ?_ (Finset.sum_range_reflect (fun t => C (1 + t)) N)
      refine Finset.sum_congr rfl fun i hi => ?_
      have hi' := Finset.mem_range.1 hi
      have e : Nat.dist i N = 1 + (N - 1 - i) := by
        unfold Nat.dist
        omega
      rw [e]
    have h1' : ∑ j ∈ range N, C (Nat.dist N j) = ∑ t ∈ Ico 1 (N + 1), C t := by
      rw [← h1]
      exact Finset.sum_congr rfl fun j _ => by rw [Nat.dist_comm]
    have h2 : ∑ t ∈ Ico 1 (N + 1), ((N : ℝ) - t) * C t
        = ∑ t ∈ Ico 1 N, ((N : ℝ) - t) * C t := by
      rcases Nat.eq_zero_or_pos N with h | h
      · subst h
        simp
      · rw [Finset.sum_Ico_succ_top h]
        simp
    have h3 : ∑ t ∈ Ico 1 (N + 1), (((N + 1 : ℕ) : ℝ) - t) * C t
        = ∑ t ∈ Ico 1 (N + 1), ((N : ℝ) - t) * C t + ∑ t ∈ Ico 1 (N + 1), C t := by
      rw [← Finset.sum_add_distrib]
      refine Finset.sum_congr rfl fun t _ => ?_
      push_cast
      ring
    rw [h3, h2]
    simp only [Finset.sum_range_succ, Finset.sum_add_distrib, Nat.dist_self]
    push_cast
    linarith [ih, h1, h1']
```

## Bilinearity

The variance scales quadratically and the covariance is bilinear, so

Var[X̄] = N⁻² Var[Σ_i X_i] = N⁻² Σ_{i,j<N} Cov(X_i, X_j).

The two equalities are `variance_smul` and `variance_sum'`. Only square-integrability of the first N samples, `MemLp (X i) 2 μ`, is used, and the lag structure plays no part yet. The Lean statement also admits N = 0, where it reads 0 = 0 by the convention that division by zero returns zero; it carries content for N ≥ 1.

```lean
/-- For square-integrable samples, the variance of the sample mean is `1/N²` times the sum of
the covariances of all pairs of samples. -/
theorem variance_sampleMean_eq_sum_cov (μ : Measure Ω) [IsProbabilityMeasure μ]
    (X : ℕ → Ω → ℝ) (N : ℕ) (hX : ∀ i < N, MemLp (X i) 2 μ) :
    Var[sampleMean X N; μ]
      = ((N : ℝ)⁻¹) ^ 2 * ∑ i ∈ range N, ∑ j ∈ range N, cov[X i, X j; μ] := by
  have e : sampleMean X N = (N : ℝ)⁻¹ • ∑ i ∈ range N, X i := by
    funext ω
    simp [sampleMean, Finset.sum_apply, div_eq_inv_mul]
  rw [e, variance_smul, variance_sum' (fun i hi => hX i (Finset.mem_range.1 hi))]
```

## The formula

Replacing each covariance by C at its lag (`h1`), counting lags, and writing N − t = N(1 − t/N) (`h2`) gives

Var[X̄] = N⁻² (N C(0) + 2N Σ_{t=1}^{N−1} (1 − t/N) C(t)),

and multiplying by N is the final `field_simp`. In words, `variance_sampleMean` says that for N > 0 square-integrable samples with lag covariance C, N times the variance of their average equals C(0) + 2 Σ (1 − t/N) C(t). At N = 1 it reads Var[X₀] = C(0). At N = 0 the left side is zero while C(0) is unconstrained, hence `hN`. The identity is exact at each N; no limit N → ∞ is taken, and no estimator of C from the data is analysed.

```lean
/-- For `N > 0` square-integrable samples with `Cov(X i, X j) = C(|i - j|)`, `N` times the
variance of the sample mean equals `C(0) + 2 ∑_{t=1}^{N-1} (1 - t/N) C(t)`. -/
theorem variance_sampleMean (μ : Measure Ω) [IsProbabilityMeasure μ]
    (X : ℕ → Ω → ℝ) (C : ℕ → ℝ) (N : ℕ) (hN : 0 < N) (hX : ∀ i < N, MemLp (X i) 2 μ)
    (hC : HasLagCovariance μ X C N) :
    N * Var[sampleMean X N; μ] = C 0 + 2 * ∑ t ∈ Ico 1 N, (1 - (t : ℝ) / N) * C t := by
  have hN' : (N : ℝ) ≠ 0 := by exact_mod_cast hN.ne'
  -- replace each covariance by C at its lag
  have h1 : ∑ i ∈ range N, ∑ j ∈ range N, cov[X i, X j; μ]
      = ∑ i ∈ range N, ∑ j ∈ range N, C (Nat.dist i j) :=
    Finset.sum_congr rfl fun i hi => Finset.sum_congr rfl fun j hj =>
      hC i (Finset.mem_range.1 hi) j (Finset.mem_range.1 hj)
  have h2 : ∑ t ∈ Ico 1 N, ((N : ℝ) - t) * C t
      = N * ∑ t ∈ Ico 1 N, (1 - (t : ℝ) / N) * C t := by
    rw [Finset.mul_sum]
    refine Finset.sum_congr rfl fun t _ => ?_
    field_simp
  rw [variance_sampleMean_eq_sum_cov μ X N hX, h1, sum_lag_count, h2]
  generalize ∑ t ∈ Ico 1 N, (1 - (t : ℝ) / N) * C t = S
  field_simp
```

## Consequences

The four theorems of this section keep the assumptions of `variance_sampleMean`: N > 0 square-integrable samples with lag covariance C. For C(0) ≠ 0, multiplying the definition of τ_N by 2C(0) reproduces the right side of the formula, the step `h` cancelling C(0) term by term:

N · Var[X̄] = 2 τ_N C(0).

The variance of the mean is thus 2τ_N times the value C(0)/N for uncorrelated samples. The hypothesis `h0` keeps the ratio C(t)/C(0) away from Lean's convention that division by zero returns zero.

```lean
/-- If moreover `C(0) ≠ 0`, then `N` times the variance of the sample mean equals
`2 τ_N C(0)`. -/
theorem variance_sampleMean_tauInt (μ : Measure Ω) [IsProbabilityMeasure μ]
    (X : ℕ → Ω → ℝ) (C : ℕ → ℝ) (N : ℕ) (hN : 0 < N) (hX : ∀ i < N, MemLp (X i) 2 μ)
    (hC : HasLagCovariance μ X C N) (h0 : C 0 ≠ 0) :
    N * Var[sampleMean X N; μ] = 2 * tauInt C N * C 0 := by
  have h : (∑ t ∈ Ico 1 N, (1 - (t : ℝ) / N) * (C t / C 0)) * C 0
      = ∑ t ∈ Ico 1 N, (1 - (t : ℝ) / N) * C t := by
    rw [Finset.sum_mul]
    refine Finset.sum_congr rfl fun t _ => ?_
    rw [mul_assoc, div_mul_cancel₀ _ h0]
  rw [variance_sampleMean μ X C N hN hX hC, tauInt, ← h]
  ring
```

A variance is non-negative, so reading the formula from right to left constrains every admissible C:

C(0) + 2 Σ_{t=1}^{N−1} (1 − t/N) C(t) ≥ 0.

```lean
/-- The lag covariance `C` of `N > 0` square-integrable samples satisfies
`C(0) + 2 ∑_{t=1}^{N-1} (1 - t/N) C(t) ≥ 0`. -/
theorem weighted_lag_sum_nonneg (μ : Measure Ω) [IsProbabilityMeasure μ]
    (X : ℕ → Ω → ℝ) (C : ℕ → ℝ) (N : ℕ) (hN : 0 < N) (hX : ∀ i < N, MemLp (X i) 2 μ)
    (hC : HasLagCovariance μ X C N) :
    0 ≤ C 0 + 2 * ∑ t ∈ Ico 1 N, (1 - (t : ℝ) / N) * C t := by
  rw [← variance_sampleMean μ X C N hN hX hC]
  exact mul_nonneg (Nat.cast_nonneg N) (variance_nonneg _ _)
```

For 1 ≤ t < N the weight lies in [0, 1], so (1 − t/N) C(t) ≤ (1 − t/N)|C(t)| ≤ |C(t)|, the two inequalities resting on `b1` and `b2`. Summing,

N · Var[X̄] ≤ C(0) + 2 Σ_{t=1}^{N−1} |C(t)|.

```lean
/-- `N` times the variance of the sample mean is at most `C(0) + 2 ∑_{t=1}^{N-1} |C(t)|`. -/
theorem variance_sampleMean_le (μ : Measure Ω) [IsProbabilityMeasure μ]
    (X : ℕ → Ω → ℝ) (C : ℕ → ℝ) (N : ℕ) (hN : 0 < N) (hX : ∀ i < N, MemLp (X i) 2 μ)
    (hC : HasLagCovariance μ X C N) :
    N * Var[sampleMean X N; μ] ≤ C 0 + 2 * ∑ t ∈ Ico 1 N, |C t| := by
  have hN' : (0 : ℝ) < N := by exact_mod_cast hN
  have h : ∑ t ∈ Ico 1 N, (1 - (t : ℝ) / N) * C t ≤ ∑ t ∈ Ico 1 N, |C t| := by
    refine Finset.sum_le_sum fun t ht => ?_
    -- the weights 1 - t/N lie in [0, 1]
    have ht' : (t : ℝ) ≤ N := by exact_mod_cast (Finset.mem_Ico.1 ht).2.le
    have a0 : 0 ≤ (t : ℝ) / N := by positivity
    have a1 : (t : ℝ) / N ≤ 1 := (div_le_one hN').2 ht'
    have b1 := mul_le_mul_of_nonneg_left (le_abs_self (C t)) (sub_nonneg.2 a1)
    have b2 := mul_nonneg a0 (abs_nonneg (C t))
    linarith
  rw [variance_sampleMean μ X C N hN hX hC]
  linarith
```

Suppose the correlations stop at a lag W < N, meaning C(t) = 0 for W < t < N. The sum then shrinks to `Icc 1 W` = {1, …, W} (`h1`), and splitting the weight (`h2`) gives

N · Var[X̄] = C(0) + 2 Σ_{t=1}^{W} C(t) − (2/N) Σ_{t=1}^{W} t C(t).

The last term is the exact finite-run correction to the unweighted sum. The cutoff is assumed sharp: for W < N − 1 a purely exponential C(t) = C(0) r^t with C(0) ≠ 0 and r ≠ 0 does not satisfy it, while for W = N − 1 the condition is empty and the statement is the general formula with the weight split. W = 0 returns Var[X̄] = C(0)/N.

```lean
/-- If `W < N` and `C(t) = 0` for `W < t < N`, then `N` times the variance of the sample mean
equals `C(0) + 2 ∑_{t=1}^{W} C(t) - (2/N) ∑_{t=1}^{W} t C(t)`. -/
theorem variance_sampleMean_finite_window (μ : Measure Ω) [IsProbabilityMeasure μ]
    (X : ℕ → Ω → ℝ) (C : ℕ → ℝ) (N W : ℕ) (hW : W < N) (hX : ∀ i < N, MemLp (X i) 2 μ)
    (hC : HasLagCovariance μ X C N) (hz : ∀ t, W < t → t < N → C t = 0) :
    N * Var[sampleMean X N; μ]
      = C 0 + 2 * ∑ t ∈ Icc 1 W, C t - 2 / N * ∑ t ∈ Icc 1 W, (t : ℝ) * C t := by
  -- lags beyond the window drop out
  have h1 : ∑ t ∈ Icc 1 W, (1 - (t : ℝ) / N) * C t
      = ∑ t ∈ Ico 1 N, (1 - (t : ℝ) / N) * C t := by
    refine Finset.sum_subset (fun t ht => ?_) (fun t ht hn => ?_)
    · rw [Finset.mem_Icc] at ht
      rw [Finset.mem_Ico]
      omega
    · rw [Finset.mem_Icc] at hn
      rw [Finset.mem_Ico] at ht
      rw [hz t (by omega) ht.2, mul_zero]
  have h2 : ∑ t ∈ Icc 1 W, (1 - (t : ℝ) / N) * C t
      = ∑ t ∈ Icc 1 W, C t - 1 / N * ∑ t ∈ Icc 1 W, (t : ℝ) * C t := by
    rw [Finset.mul_sum, ← Finset.sum_sub_distrib]
    exact Finset.sum_congr rfl fun t _ => by ring
  rw [variance_sampleMean μ X C N (by omega) hX hC, ← h1, h2]
  ring
```

For numbers, let X_i = (Z_i + Z_{i+1})/√2 with uncorrelated Z_i of unit variance. Then C(0) = 1, C(1) = 1/2 and W = 1, so N · Var[X̄] = 2 − 1/N. At N = 4 this is 7/4, so τ₄ = 7/8 and Var[X̄] = 7/16. Directly, Σ X_i = (Z₀ + 2Z₁ + 2Z₂ + 2Z₃ + Z₄)/√2 has variance (1 + 4 + 4 + 4 + 1)/2 = 7, and 7/4² agrees.

The same bilinearity and counting apply to blocking. For the averages A and A′ of two adjacent blocks of B ≥ 1 samples in a series of length 2B, the lag B + s occurs B − |s| times, so

Cov(A, A′) = B⁻² Σ_{s=−(B−1)}^{B−1} (B − |s|) C(B + s).

This block formula and the worked numbers are pencil arithmetic that Lean has not seen.

## A series with alternating correlations

Take Ω = ℝ with the standard Gaussian measure `gaussianReal 0 1`, let Z be the coordinate `id`, and set X_i = (−1)^i Z.

```lean
/-- The series `X i = (-1)^i z`, read off a single real number `z`. -/
def alternating (i : ℕ) : ℝ → ℝ := ((-1 : ℝ) ^ i) • (id : ℝ → ℝ)
```

Each X_i is a multiple of the square-integrable Z, and

Cov(X_i, X_j) = (−1)^i (−1)^j Var[Z] = (−1)^{|i−j|},

where Var[Z] = 1 and, for j = i + k, the product of signs is (−1)^{2i}(−1)^k = (−1)^k, which is `key`. The series therefore meets `hX` and `hC` for every N, with C(t) = (−1)^t. At N = 3 the formula gives 1 + 2(−2/3 + 1/3) = 1/3, matching 3 · Var[Z/3], and at N = 2 it gives zero, so the non-negativity bound is attained.

```lean
/-- With `z` a standard Gaussian variable, the alternating series is square-integrable and has
lag covariance `C(t) = (-1)^t`. -/
theorem alternating_witness (N : ℕ) :
    (∀ i < N, MemLp (alternating i) 2 (gaussianReal 0 1)) ∧
      HasLagCovariance (gaussianReal 0 1) alternating (fun t => (-1) ^ t) N := by
  have hid : MemLp (id : ℝ → ℝ) 2 (gaussianReal 0 1) := by
    exact memLp_id_gaussianReal' 2 (by simp)
  have key : ∀ i j : ℕ, i ≤ j → (-1 : ℝ) ^ i * (-1) ^ j = (-1) ^ (Nat.dist i j) := by
    intro i j hij
    obtain ⟨k, rfl⟩ := Nat.exists_eq_add_of_le hij
    have e : Nat.dist i (i + k) = k := by
      unfold Nat.dist
      omega
    rw [e, pow_add, ← mul_assoc, ← mul_pow]
    simp
  refine ⟨fun i _ => hid.const_smul _, fun i _ j _ => ?_⟩
  unfold alternating
  rw [covariance_smul_left, covariance_smul_right, covariance_self aemeasurable_id,
    variance_id_gaussianReal, NNReal.coe_one, mul_one]
  rcases le_total i j with h | h
  · exact key i j h
  · rw [mul_comm, Nat.dist_comm]
    exact key j i h

end

end FiniteRunAutocorrelation
```

```lean
#print axioms FiniteRunAutocorrelation.variance_sampleMean_tauInt
#print axioms FiniteRunAutocorrelation.weighted_lag_sum_nonneg
#print axioms FiniteRunAutocorrelation.variance_sampleMean_le
#print axioms FiniteRunAutocorrelation.variance_sampleMean_finite_window
```

```
'FiniteRunAutocorrelation.variance_sampleMean_tauInt' depends on axioms: [propext, Classical.choice, Quot.sound]
'FiniteRunAutocorrelation.weighted_lag_sum_nonneg' depends on axioms: [propext, Classical.choice, Quot.sound]
'FiniteRunAutocorrelation.variance_sampleMean_le' depends on axioms: [propext, Classical.choice, Quot.sound]
'FiniteRunAutocorrelation.variance_sampleMean_finite_window' depends on axioms: [propext, Classical.choice, Quot.sound]
```
